# A self-adjoint Hamiltonian with orbital-specific coupling to the virtual space

**Q:** In a Perdew–Zunger calculation, each occupied orbital feels its own self-interaction correction. Orbital $i$ sees $H_0+V_i$, where $H_0$ is the common mean-field Hamiltonian and $V_i$ is the potential of that correction, so the orbital equations do not directly supply a single operator to diagonalise. The formal statements below are about elements of a ring. Where are the orbitals?

**A:** They enter through projectors. For a normalised orbital $\varphi_i$, take $P_i=|\varphi_i\rangle\langle\varphi_i|$. The ring `R` can be the complex matrices in a finite orthonormal basis, with `star` as the adjoint $\dagger$ and the finite type `ι` labelling the orbitals.

In Lean 4 with Mathlib:

```lean
import Mathlib

open Matrix

namespace PerdewZungerUnified

noncomputable section

variable {R ι : Type*} [Ring R] [StarRing R] [Fintype ι]
```

Orthonormality of the orbitals becomes three conditions: $P_i^\dagger=P_i$, $P_i^2=P_i$, and $P_iP_j=0$ for $i\neq j$. Rank one is not required.

```lean
/-- The projectors on the occupied orbitals: self-adjoint, idempotent and mutually orthogonal. -/
structure OrbitalProjectors (P : ι → R) : Prop where
  selfAdj : ∀ i, star (P i) = P i
  idem : ∀ i, P i * P i = P i
  orth : ∀ i j, i ≠ j → P i * P j = 0
```

**Q:** And the virtual space?

**A:** It is what remains, $Q=1-\sum_iP_i$.

```lean
/-- The operator `Q = 1 - ∑ P i`. For orthogonal orbital projectors it removes all occupied
orbitals. -/
def virtualProjector (P : ι → R) : R := 1 - ∑ i, P i
```

The unified Hamiltonian is
$$H=H_0+\sum_i\left(P_iV_iP_i+QV_iP_i+P_iV_iQ\right).$$

```lean
/-- The unified Hamiltonian: the common part `H0`, and for each orbital its own potential `V i`
within that orbital and between that orbital and the virtual space. -/
def unifiedHamiltonian (H0 : R) (P V : ι → R) : R :=
  H0 + ∑ i, (P i * V i * P i + virtualProjector P * V i * P i + P i * V i * virtualProjector P)
```

**Q:** The name `virtualProjector` suggests that $Q$ is a projector orthogonal to the orbitals. Is that assumed?

**A:** No, it follows. Orthogonality leaves one term of the sum:
$$QP_i=P_i-\sum_jP_jP_i=P_i-P_i=0,$$
and likewise $P_iQ=0$. `Finset.sum_eq_single` selects that term.

```lean
/-- For orthogonal orbital projectors, the virtual space is orthogonal to every occupied
orbital. -/
theorem OrbitalProjectors.virtual_orthogonal {P : ι → R} (h : OrbitalProjectors P) (i : ι) :
    virtualProjector P * P i = 0 ∧ P i * virtualProjector P = 0 := by
  constructor
  · rw [virtualProjector, sub_mul, one_mul, Finset.sum_mul,
      Finset.sum_eq_single i (fun j _ hj => h.orth j i hj)
        (fun hi => absurd (Finset.mem_univ i) hi), h.idem i, sub_self]
  · rw [virtualProjector, mul_sub, mul_one, Finset.mul_sum,
      Finset.sum_eq_single i (fun j _ hj => h.orth i j hj.symm)
        (fun hi => absurd (Finset.mem_univ i) hi), h.idem i, sub_self]
```

Then $Q^\dagger=Q$ term by term, and $Q^2=Q-\sum_iQP_i=Q$.

```lean
/-- For orthogonal orbital projectors, `Q` is itself a self-adjoint projector. -/
theorem OrbitalProjectors.virtual_projector {P : ι → R} (h : OrbitalProjectors P) :
    star (virtualProjector P) = virtualProjector P ∧
      virtualProjector P * virtualProjector P = virtualProjector P := by
  constructor
  · simp only [virtualProjector, star_sub, star_one, star_sum, h.selfAdj]
  · calc virtualProjector P * virtualProjector P
        = virtualProjector P * (1 - ∑ i, P i) := rfl
      _ = virtualProjector P := by
        rw [mul_sub, mul_one, Finset.mul_sum,
          Finset.sum_eq_zero (fun i _ => (h.virtual_orthogonal i).1), sub_zero]
```

**Q:** With all the potentials summed in $H$, why doesn't orbital $i$ feel $V_j$?

**A:** Multiply by $P_i$ on the right. For $j\neq i$, the three terms end in $P_jP_i$, $P_jP_i$ and $QP_i$, all zero. For $j=i$, only the third vanishes. Hence
$$HP_i=H_0P_i+(P_i+Q)V_iP_i.$$

```lean
/-- For orthogonal orbital projectors, the unified Hamiltonian acting on orbital `i` contains,
besides `H0`, only the potential of that orbital, projected on the orbital itself and on the virtual
space. -/
theorem unified_mul_orbital {P : ι → R} (h : OrbitalProjectors P) (H0 : R) (V : ι → R) (i : ι) :
    unifiedHamiltonian H0 P V * P i =
      H0 * P i + (P i + virtualProjector P) * V i * P i := by
  rw [unifiedHamiltonian, add_mul, Finset.sum_mul, Finset.sum_eq_single i]
  · simp only [add_mul, mul_assoc, h.idem, h.virtual_orthogonal, mul_zero, add_zero]
  · -- the terms of the other orbitals vanish by orthogonality
    intro j _ hj
    simp only [add_mul, mul_assoc, h.orth j i hj, h.virtual_orthogonal, mul_zero, add_zero]
  · intro hi
    exact absurd (Finset.mem_univ i) hi
```

Now multiply by $Q$ on the left. Since $QP_i=0$ and $Q^2=Q$,
$$QHP_i=QH_0P_i+QV_iP_i=Q(H_0+V_i)P_i.$$
This does not need $H_0$ or $V_i$ to be self-adjoint.

```lean
/-- For orthogonal orbital projectors, from orbital `i` to the virtual space the unified Hamiltonian
acts as the orbital-specific Hamiltonian `H0 + V i`. -/
theorem virtual_coupling {P : ι → R} (h : OrbitalProjectors P) (H0 : R) (V : ι → R) (i : ι) :
    virtualProjector P * unifiedHamiltonian H0 P V * P i =
      virtualProjector P * (H0 + V i) * P i := by
  rw [mul_assoc, unified_mul_orbital h]
  simp only [mul_add, add_mul, ← mul_assoc, h.virtual_orthogonal, h.virtual_projector.2,
    zero_mul, zero_add]
```

**Q:** Where does self-adjointness of the potentials matter?

**A:** In showing $H^\dagger=H$. With $H_0^\dagger=H_0$ and $V_i^\dagger=V_i$, the term $P_iV_iP_i$ is its own adjoint, while $(QV_iP_i)^\dagger=P_iV_iQ$, so the two coupling terms trade places. The final `abel` restores their order. The main theorem states both properties.

```lean
/-- For orthogonal orbital projectors and self-adjoint `H0` and `V i`, the unified Hamiltonian is
self-adjoint and couples each orbital to the virtual space exactly as `H0 + V i` does. -/
theorem unified_hamiltonian {P : ι → R} (h : OrbitalProjectors P) {H0 : R} {V : ι → R}
    (hH0 : star H0 = H0) (hV : ∀ i, star (V i) = V i) :
    star (unifiedHamiltonian H0 P V) = unifiedHamiltonian H0 P V ∧
      ∀ i, virtualProjector P * unifiedHamiltonian H0 P V * P i =
        virtualProjector P * (H0 + V i) * P i := by
  refine ⟨?_, virtual_coupling h H0 V⟩
  rw [unifiedHamiltonian, star_add, star_sum, hH0]
  congr 1
  refine Finset.sum_congr rfl fun i _ => ?_
  -- the adjoint exchanges the two coupling terms
  simp only [star_add, star_mul, h.selfAdj, hV, h.virtual_projector.1, mul_assoc]
  abel
```

**Q:** What does $H$ do elsewhere?

**A:** Multiplying the formula for $HP_i$ by $P_i$ or $P_j$ on the left gives
$$P_iHP_i=P_i(H_0+V_i)P_i,\qquad P_jHP_i=P_jH_0P_i\quad(j\neq i).$$
In $QHQ$, every correction term contains $QP_i$ or $P_iQ$, so $QHQ=QH_0Q$.

```lean
/-- The other blocks, for orthogonal orbital projectors: within orbital `i` the unified Hamiltonian
acts as `H0 + V i`, while between different orbitals and within the virtual space it acts as `H0`.
-/
theorem unified_blocks {P : ι → R} (h : OrbitalProjectors P) (H0 : R) (V : ι → R) :
    (∀ i, P i * unifiedHamiltonian H0 P V * P i = P i * (H0 + V i) * P i) ∧
    (∀ i j, j ≠ i → P j * unifiedHamiltonian H0 P V * P i = P j * H0 * P i) ∧
    virtualProjector P * unifiedHamiltonian H0 P V * virtualProjector P =
      virtualProjector P * H0 * virtualProjector P := by
  refine ⟨fun i => ?_, fun i j hji => ?_, ?_⟩
  · rw [mul_assoc, unified_mul_orbital h]
    simp only [mul_add, add_mul, ← mul_assoc, h.idem, h.virtual_orthogonal, zero_mul, add_zero]
  · rw [mul_assoc, unified_mul_orbital h]
    simp only [mul_add, add_mul, ← mul_assoc, h.orth j i hji, h.virtual_orthogonal, zero_mul,
      add_zero]
  · have hz : ∀ i, virtualProjector P * (P i * V i * P i + virtualProjector P * V i * P i +
        P i * V i * virtualProjector P) * virtualProjector P = 0 := by
      intro i
      have e : virtualProjector P * (P i * V i * P i + virtualProjector P * V i * P i +
          P i * V i * virtualProjector P) * virtualProjector P =
          (virtualProjector P * P i) * V i * P i * virtualProjector P +
          virtualProjector P * virtualProjector P * V i * (P i * virtualProjector P) +
          (virtualProjector P * P i) * V i * virtualProjector P * virtualProjector P := by
        simp only [mul_add, add_mul, mul_assoc]
      rw [e, (h.virtual_orthogonal i).1, (h.virtual_orthogonal i).2]
      simp only [zero_mul, mul_zero, add_zero]
    rw [unifiedHamiltonian, mul_add, add_mul, Finset.mul_sum, Finset.sum_mul,
      Finset.sum_eq_zero (fun i _ => hz i), add_zero]
```

**Q:** Could another self-adjoint operator have the same blocks?

**A:** No. Let $K$ be one. Inserting $1=Q+\sum_jP_j$ on the left,
$$KP_i=QKP_i+\sum_jP_jKP_i=HP_i.$$
The adjoint gives $P_iK=P_iH$. Therefore
$$KQ=QKQ+\sum_jP_jKQ=HQ,$$
and $K=KQ+\sum_iKP_i=H$. In the code, `hcol`, `hrow` and `hvirt` are these three equalities.

```lean
/-- For orthogonal orbital projectors and self-adjoint `H0` and `V i`, a self-adjoint operator with
the same blocks as the unified Hamiltonian is the unified Hamiltonian. -/
theorem unified_unique {P : ι → R} (h : OrbitalProjectors P) {H0 K : R} {V : ι → R}
    (hH0 : star H0 = H0) (hV : ∀ i, star (V i) = V i) (hK : star K = K)
    (hQP : ∀ i, virtualProjector P * K * P i = virtualProjector P * (H0 + V i) * P i)
    (hPP : ∀ i, P i * K * P i = P i * (H0 + V i) * P i)
    (hoff : ∀ i j, j ≠ i → P j * K * P i = P j * H0 * P i)
    (hQQ : virtualProjector P * K * virtualProjector P =
      virtualProjector P * H0 * virtualProjector P) :
    K = unifiedHamiltonian H0 P V := by
  obtain ⟨hs, hc⟩ := unified_hamiltonian h hH0 hV
  obtain ⟨b1, b2, b3⟩ := unified_blocks h H0 V
  -- resolution of the identity, from the left and from the right
  have left : ∀ x : R, virtualProjector P * x + ∑ j, P j * x = x := fun x => by
    rw [← Finset.sum_mul, ← add_mul, virtualProjector, sub_add_cancel, one_mul]
  have right : ∀ x : R, x * virtualProjector P + ∑ j, x * P j = x := fun x => by
    rw [← Finset.mul_sum, ← mul_add, virtualProjector, sub_add_cancel, mul_one]
  have hcol : ∀ i, K * P i = unifiedHamiltonian H0 P V * P i := by
    intro i
    rw [← left (K * P i), ← left (unifiedHamiltonian H0 P V * P i)]
    congr 1
    · simpa only [mul_assoc] using (hQP i).trans (hc i).symm
    · refine Finset.sum_congr rfl fun j _ => ?_
      rcases eq_or_ne j i with hji | hji
      · rw [hji]
        simpa only [mul_assoc] using (hPP i).trans (b1 i).symm
      · simpa only [mul_assoc] using (hoff i j hji).trans (b2 i j hji).symm
  -- the adjoint turns columns into rows
  have hrow : ∀ i, P i * K = P i * unifiedHamiltonian H0 P V := by
    intro i
    have e := congrArg star (hcol i)
    rwa [star_mul, star_mul, h.selfAdj, hK, hs] at e
  have hvirt : K * virtualProjector P = unifiedHamiltonian H0 P V * virtualProjector P := by
    rw [← left (K * virtualProjector P),
      ← left (unifiedHamiltonian H0 P V * virtualProjector P)]
    congr 1
    · simpa only [mul_assoc] using hQQ.trans b3.symm
    · refine Finset.sum_congr rfl fun j _ => ?_
      rw [← mul_assoc, ← mul_assoc, hrow j]
  rw [← right K, ← right (unifiedHamiltonian H0 P V), hvirt]
  simp only [hcol]
```

**Q:** What does this say about a converged calculation?

**A:** For fixed potentials in a finite basis, $H$ leaves the occupied space invariant exactly when every orbital's own Hamiltonian has no coupling from that orbital to the virtual space:
$$QH\sum_iP_i=0\iff Q(H_0+V_i)P_i=0\ \text{ for all } i.$$
From left to right, multiply by $P_i$ and use $\left(\sum_jP_j\right)P_i=P_i$. From right to left, sum over $i$. For fully occupied orbitals, with $H_0$ and every $V_i$ evaluated at the current orbitals, the right-hand condition is the occupied–virtual part of stationarity of the Perdew–Zunger energy. Stationarity under rotations among the occupied orbitals is a separate condition.

```lean
/-- For orthogonal orbital projectors, the unified Hamiltonian maps the occupied space into itself
exactly when, for each orbital, `H0 + V i` has no coupling from that orbital to the virtual space.
-/
theorem occupied_invariant_iff {P : ι → R} (h : OrbitalProjectors P) (H0 : R) (V : ι → R) :
    virtualProjector P * unifiedHamiltonian H0 P V * (∑ i, P i) = 0 ↔
      ∀ i, virtualProjector P * (H0 + V i) * P i = 0 := by
  constructor
  · intro hz i
    have hs : (∑ j, P j) * P i = P i := by
      have e := (h.virtual_orthogonal i).1
      rw [virtualProjector, sub_mul, one_mul, sub_eq_zero] at e
      exact e.symm
    calc virtualProjector P * (H0 + V i) * P i
        = virtualProjector P * unifiedHamiltonian H0 P V * P i :=
          (virtual_coupling h H0 V i).symm
      _ = virtualProjector P * unifiedHamiltonian H0 P V * ((∑ j, P j) * P i) := by rw [hs]
      _ = 0 := by rw [← mul_assoc, hz, zero_mul]
  · intro hz
    rw [Finset.mul_sum]
    exact Finset.sum_eq_zero fun i _ => (virtual_coupling h H0 V i).trans (hz i)
```

That does not make each $\varphi_i$ an eigenvector of $H$. Nor does the statement derive $V_i$ from orbital densities, impose self-consistency, or optimise rotations among occupied orbitals. Unbounded continuum Hamiltonians do not fit the ring setting directly.

**Q:** Why not simply use $H_0+\sum_iV_iP_i$, which applies the right potential to each orbital?

**A:** It can fail to be self-adjoint. Take three levels numbered $0,1,2$, with the first two occupied.

```lean
/-- Projectors on the first two levels of a three-level system. -/
def levelP : Fin 2 → Matrix (Fin 3) (Fin 3) ℂ :=
  ![!![1, 0, 0; 0, 0, 0; 0, 0, 0], !![0, 0, 0; 0, 1, 0; 0, 0, 0]]
```

Each potential couples its own level to level $2$.

```lean
/-- Two orbital potentials, each coupling its own level to the third one. -/
def levelV : Fin 2 → Matrix (Fin 3) (Fin 3) ℂ :=
  ![!![0, 0, 1; 0, 0, 0; 1, 0, 0], !![0, 0, 0; 0, 0, 1; 0, 1, 0]]
```

The common Hamiltonian raises level $2$ by one unit.

```lean
/-- A common Hamiltonian that raises the third level by one unit. -/
def levelH : Matrix (Fin 3) (Fin 3) ℂ := !![0, 0, 0; 0, 0, 0; 0, 0, 1]
```

Here $V_0P_0=|2\rangle\langle0|$ and $V_1P_1=|2\rangle\langle1|$. The direct operator has entry $1$ at $(2,0)$ but $0$ at $(0,2)$, so it differs from its adjoint. The proof checks the hypotheses entry by entry, then compares this pair.

```lean
/-- The three-level system has orthogonal orbital projectors and self-adjoint `H0` and `V i`, but
the direct orbital-dependent operator `H0 + ∑ V i P i` is not self-adjoint. -/
theorem unified_hamiltonian_witness :
    OrbitalProjectors levelP ∧ star levelH = levelH ∧ (∀ i, star (levelV i) = levelV i) ∧
      star (levelH + ∑ i, levelV i * levelP i) ≠ levelH + ∑ i, levelV i * levelP i := by
  refine ⟨⟨fun i => ?_, fun i => ?_, fun i j hij => ?_⟩, ?_, fun i => ?_, fun e => ?_⟩
  · fin_cases i <;> ext a b <;> fin_cases a <;> fin_cases b <;> simp [levelP, Matrix.star_apply]
  · fin_cases i <;> ext a b <;> fin_cases a <;> fin_cases b <;>
      simp [levelP, Matrix.mul_apply, Fin.sum_univ_succ]
  · fin_cases i <;> fin_cases j
    · exact absurd rfl hij
    · ext a b
      fin_cases a <;> fin_cases b <;> simp [levelP, Matrix.mul_apply, Fin.sum_univ_succ]
    · ext a b
      fin_cases a <;> fin_cases b <;> simp [levelP, Matrix.mul_apply, Fin.sum_univ_succ]
    · exact absurd rfl hij
  · ext a b
    fin_cases a <;> fin_cases b <;> simp [levelH, Matrix.star_apply]
  · fin_cases i <;> ext a b <;> fin_cases a <;> fin_cases b <;> simp [levelV, Matrix.star_apply]
  · -- compare the entries between the first and the third level
    have e02 := congrFun (congrFun e 0) 2
    simp [levelH, levelV, levelP, Matrix.star_apply, Fin.sum_univ_succ] at e02

end

end PerdewZungerUnified
```

```lean
#print axioms PerdewZungerUnified.unified_hamiltonian
#print axioms PerdewZungerUnified.unified_unique
#print axioms PerdewZungerUnified.occupied_invariant_iff
```

```
'PerdewZungerUnified.unified_hamiltonian' depends on axioms: [propext, Classical.choice, Quot.sound]
'PerdewZungerUnified.unified_unique' depends on axioms: [propext, Classical.choice, Quot.sound]
'PerdewZungerUnified.occupied_invariant_iff' depends on axioms: [propext, Classical.choice, Quot.sound]
```
